# For antisymmetric population fluxes, pairwise surface hopping has the lowest total hop rate among schemes with the same net population changes exactly when no state has fluxes of both signs

Let $b_{ij}$ be the population flux into electronic state $i$ from state $j$, with $b_{ji}=-b_{ij}$ and finitely many states. Pairwise hopping, which assigns the rate $\max(b_{ij},0)$ to hops from $j$ to $i$, reproduces the net population change of every state. It does so with the lowest possible total rate if and only if no row of $b$ contains both a positive and a negative entry. The lowest total is

$$N=\sum_i \max\Big(\sum_j b_{ij},\,0\Big),$$

and the pairwise total $\sum_{i,j}\max(b_{ij},0)$ is never below it. With two states the totals agree. In a three-state chain the pairwise total can be twice $N$.

The pairwise rule is the usual multi-state form of fewest-switches surface hopping. Take an ensemble whose trajectories all share the same electronic amplitudes, with the fraction of trajectories on each state equal to its electronic population. For the hop rates at one instant, the result then says when pairwise hopping really has the fewest switches among all schemes that give the same net population changes. In practice trajectories usually have different amplitudes, and averaging over them is not treated here.

## Fluxes, hop rates and what counts as a scheme

The states are the elements of a finite type `ι`, and fluxes and rates are real matrices over it. The first index is always the destination and the second the origin.

```lean
import Mathlib

open Finset

namespace SurfaceHoppingSwitches

noncomputable section

variable {ι : Type*} [Fintype ι]
```

The net rate at which state $i$ gains population is the row sum

$$G_i=\sum_j b_{ij}.$$

It is negative for a state that loses population.

```lean
/-- The net rate of population gain of state `i`, where `b i j` is the flux into `i` from `j`. -/
def netGain (b : Matrix ι ι ℝ) (i : ι) : ℝ := ∑ j, b i j
```

For electronic amplitudes $c_i$ in a fixed orthonormal basis with Hermitian Hamiltonian $H$, the fluxes are $b_{ij}=(2/\hbar)\,\mathrm{Im}(c_i^*H_{ij}c_j)$. If the orthonormal basis states $\phi_i$ change with time, as adiabatic states do when the nuclei move, $H_{ij}$ is replaced by $H_{ij}-\mathrm{i}\hbar\langle\phi_i|\dot\phi_j\rangle$, which is again Hermitian. Hermiticity makes the fluxes antisymmetric: what enters $i$ from $j$ is what leaves $j$ for $i$. The development starts from $b$ and assumes antisymmetry, as the hypothesis `hb`, wherever it is used; it does not derive it from a Schrödinger equation.

Pairwise hopping turns each positive flux into a hop rate and ignores the negative ones, which are the same transfers seen from the other side.

```lean
/-- Pairwise hopping: the rate of hops into `i` from `j` is the positive part of the flux. -/
def pairwiseRate (b : Matrix ι ι ℝ) : Matrix ι ι ℝ := fun i j => max (b i j) 0
```

A rate here is the fraction of the whole trajectory ensemble that hops from $j$ to $i$ per unit time. The hopping probability for a single trajectory on $j$ would follow by multiplying by the time step and dividing by the population of $j$, when that is nonzero. For any rates $g_{ij}$, the total is $\sum_{i,j}g_{ij}$.

```lean
/-- The total rate of hops of a scheme with rates `g i j` into `i` from `j`. -/
def hopTotal (g : Matrix ι ι ℝ) : ℝ := ∑ i, ∑ j, g i j
```

The quantity to compare it with is $N=\sum_i\max(G_i,0)$, which counts only the states that gain population on balance.

```lean
/-- The net-flux total: the sum of the net gains of all states that gain population. -/
def netTotal (b : Matrix ι ι ℝ) : ℝ := ∑ i, max (netGain b i) 0
```

A hopping scheme is admissible if its rates are nonnegative and its hops in minus hops out give the correct net gain:

$$g_{ij}\ge 0,\qquad \sum_j(g_{ij}-g_{ji})=G_i\quad\text{for every } i.$$

This is `Reproduces g b`. It constrains the population of each state but not the transfer between each pair, so a scheme may hop directly between states that have no flux between them. Velocity rescaling, frustrated hops and decoherence do not enter the model.

```lean
/-- Nonnegative hop rates `g` reproduce the fluxes `b` if hops in minus hops out give
the net gain of every state. -/
def Reproduces (g b : Matrix ι ι ℝ) : Prop :=
  (∀ i j, 0 ≤ g i j) ∧ ∀ i, ∑ j, (g i j - g j i) = netGain b i
```

One particular scheme will attain the lower bound. It sends hops only from losing to gaining states, and distributes each loss in proportion to the gains:

$$p_{ij}=\frac{\max(G_i,0)\,\max(-G_j,0)}{N}.$$

If $N=0$, no state gains and every numerator vanishes; Lean evaluates $0/0$ as $0$, so the definition then gives no hops, as it should.

```lean
/-- Hops only from losing to gaining states, in proportion to loss and gain. The formula is
meant for a nonzero net-flux total; otherwise all rates are zero. -/
def pooledRate (b : Matrix ι ι ℝ) : Matrix ι ι ℝ :=
  fun i j => max (netGain b i) 0 * max (-netGain b j) 0 / netTotal b
```

## Splitting a number into gain and loss

Every real $x$ satisfies

$$\max(x,0)-\max(-x,0)=x.$$

If $x\ge0$ the left side is $x-0$, and if $x\le0$ it is $0-(-x)$. The proof makes the same case distinction. The identity is used below both for single fluxes and for net gains.

```lean
/-- A real number `x` is the positive part of `x` minus the positive part of `-x`. -/
theorem forward_sub_backward (x : ℝ) : max x 0 - max (-x) 0 = x := by
  rcases le_total x 0 with h | h
  · rw [max_eq_right h, max_eq_left (by linarith)]
    ring
  · rw [max_eq_left h, max_eq_right (by linarith)]
    ring
```

## Cancellation within one row

Take the fluxes $f_j$ into one state, and write $S=\sum_j f_j$ and $P=\sum_j\max(f_j,0)$. The claim is that $\max(S,0)=P$ exactly when the $f_j$ do not include both signs.

Suppose $f_j>0$ and $f_k<0$ for some $j$ and $k$. Replacing $f_k$ by zero raises the sum, so $S<P$. The positive entry gives $0<P$. Together these give $\max(S,0)<P$, and equality fails.

Now suppose that both signs do not occur. If some entry is positive, all entries are nonnegative and both sides equal $S$. If no entry is positive, both sides are zero.

In the code, `h1` and `h2` are the two strict inequalities, and `by_cases hp` separates the two situations in the converse.

```lean
/-- For the fluxes into one state, the positive part of the sum equals the sum of the positive
parts exactly when there are not both positive and negative fluxes. -/
theorem row_eq_iff (f : ι → ℝ) :
    max (∑ j, f j) 0 = ∑ j, max (f j) 0 ↔ ¬ ∃ j k, 0 < f j ∧ f k < 0 := by
  constructor
  · rintro h ⟨j, k, hj, hk⟩
    -- a negative entry and a positive entry make both bounds strict
    have h1 : ∑ j, f j < ∑ j, max (f j) 0 :=
      Finset.sum_lt_sum (fun j _ => le_max_left _ _)
        ⟨k, mem_univ k, lt_max_of_lt_right hk⟩
    have h2 : 0 < ∑ j, max (f j) 0 :=
      Finset.sum_pos' (fun j _ => le_max_right _ _)
        ⟨j, mem_univ j, lt_max_of_lt_left hj⟩
    exact (max_lt h1 h2).ne h
  · intro h
    by_cases hp : ∃ j, 0 < f j
    · obtain ⟨j, hj⟩ := hp
      have hn : ∀ k, 0 ≤ f k := fun k => not_lt.mp fun hk => h ⟨j, k, hj, hk⟩
      rw [max_eq_left (Finset.sum_nonneg fun k _ => hn k)]
      exact Finset.sum_congr rfl fun k _ => (max_eq_left (hn k)).symm
    · have hn : ∀ k, f k ≤ 0 := fun k => not_lt.mp fun hk => hp ⟨k, hk⟩
      rw [max_eq_right (Finset.sum_nonpos fun k _ => hn k)]
      exact (Finset.sum_eq_zero fun k _ => max_eq_right (hn k)).symm
```

## The pairwise total against the net-flux total

For each row, $b_{ij}\le\max(b_{ij},0)$ and $0\le\max(b_{ij},0)$, so

$$\max(G_i,0)\le\sum_j\max(b_{ij},0).$$

Summing over $i$ shows that $N$ is at most the pairwise total. When one list of numbers is bounded term by term by another, their sums agree only if every pair of terms agrees. Equality of the totals therefore means equality in every row, and the previous result turns this into the sign condition.

The theorem states both parts: the inequality, and the equivalence between equality and the absence, for every `i`, of indices `j`, `k` with `0 < b i j` and `b i k < 0`. It holds for every real matrix, antisymmetric or not. The row inequality is `hrow`, and `Finset.sum_eq_sum_iff_of_le` is the term-by-term argument.

```lean
/-- The pairwise hopping total is at least the net-flux total, with equality exactly when no
state has both a positive and a negative flux in its row. -/
theorem netTotal_le_pairwise (b : Matrix ι ι ℝ) :
    netTotal b ≤ hopTotal (pairwiseRate b) ∧
    (netTotal b = hopTotal (pairwiseRate b) ↔
      ∀ i, ¬ ∃ j k, 0 < b i j ∧ b i k < 0) := by
  have hrow : ∀ i ∈ (univ : Finset ι), max (netGain b i) 0 ≤ ∑ j, max (b i j) 0 :=
    fun i _ => max_le (Finset.sum_le_sum fun j _ => le_max_left _ _)
      (Finset.sum_nonneg fun j _ => le_max_right _ _)
  refine ⟨Finset.sum_le_sum hrow, (Finset.sum_eq_sum_iff_of_le hrow).trans ?_⟩
  exact ⟨fun h i => (row_eq_iff (b i)).1 (h i (mem_univ i)),
    fun h i _ => (row_eq_iff (b i)).2 (h i)⟩
```

## Pairwise hopping gives the right populations

So far $N$ is only a number that lies below the pairwise total. To discuss optimality, one first needs pairwise hopping to be admissible. Its rates are nonnegative by construction, and antisymmetry gives

$$\max(b_{ij},0)-\max(b_{ji},0)=\max(b_{ij},0)-\max(-b_{ij},0)=b_{ij}.$$

Summing over $j$ yields $G_i$. The line `rw [hb i j]` is the step where antisymmetry is used.

```lean
/-- For antisymmetric fluxes, pairwise hopping reproduces the net gain of every state. -/
theorem pairwise_reproduces {b : Matrix ι ι ℝ} (hb : ∀ i j, b j i = -b i j) :
    Reproduces (pairwiseRate b) b := by
  refine ⟨fun i j => le_max_right _ _, fun i => Finset.sum_congr rfl fun j _ => ?_⟩
  change max (b i j) 0 - max (b j i) 0 = b i j
  rw [hb i j]
  exact forward_sub_backward _
```

## No admissible scheme hops less than $N$

Let $g$ be any scheme that reproduces the net gains. Dropping the hops out of $i$ can only increase the balance:

$$G_i=\sum_j(g_{ij}-g_{ji})\le\sum_j g_{ij}.$$

The right side is also nonnegative, so it is at least $\max(G_i,0)$. Summing over $i$ gives $N\le\sum_{i,j}g_{ij}$. The proof replaces $G_i$ by the hop balance through `hg.2 i` and then uses the nonnegativity of the rates.

```lean
/-- Every hopping scheme that reproduces the fluxes has at least the net-flux total of hops. -/
theorem netTotal_le_of_reproduces {g b : Matrix ι ι ℝ} (hg : Reproduces g b) :
    netTotal b ≤ hopTotal g := by
  refine Finset.sum_le_sum fun i _ => ?_
  rw [← hg.2 i]
  exact max_le (Finset.sum_le_sum fun j _ => by linarith [hg.1 j i])
    (Finset.sum_nonneg fun j _ => hg.1 i j)
```

## A scheme that attains the bound

Antisymmetry conserves the total population. Exchanging the names of the summation indices gives

$$\sum_i G_i=\sum_{i,j}b_{ij}=\sum_{i,j}b_{ji}=-\sum_{i,j}b_{ij}=-\sum_iG_i,$$

so $\sum_iG_i=0$. Splitting each $G_i$ into gain and loss then shows that total loss equals total gain:

$$\sum_i\max(-G_i,0)=\sum_i\max(G_i,0)=N.$$

For $N\ne0$, the hops into and out of state $i$ in the proportional scheme are

$$\sum_jp_{ij}=\max(G_i,0)\,\frac{N}{N}=\max(G_i,0),\qquad
\sum_jp_{ji}=\frac{N}{N}\,\max(-G_i,0)=\max(-G_i,0).$$

For $N=0$ all gains and losses vanish, and the outer equalities still hold. The difference of the two sums is $G_i$, so the scheme is admissible. Summing the first over $i$ gives the total $N$.

In the proof, `h0` is the conservation law and `hm` the balance of loss and gain. The cancellation of $N$, including the case $N=0$, is `hc`. The sums over incoming and outgoing hops are `hrow` and `hcol`.

```lean
/-- For antisymmetric fluxes, the pooled rates reproduce the net gains, and their total is
the net-flux total. -/
theorem pooled_reproduces {b : Matrix ι ι ℝ} (hb : ∀ i j, b j i = -b i j) :
    Reproduces (pooledRate b) b ∧ hopTotal (pooledRate b) = netTotal b := by
  -- antisymmetry conserves the total population
  have h0 : ∑ i, netGain b i = -∑ i, netGain b i := by
    calc ∑ i, ∑ j, b i j = ∑ i, ∑ j, b j i := Finset.sum_comm
      _ = ∑ i, ∑ j, -b i j :=
        Finset.sum_congr rfl fun i _ => Finset.sum_congr rfl fun j _ => hb i j
      _ = -∑ i, ∑ j, b i j := by simp only [Finset.sum_neg_distrib]
  -- hence total loss equals total gain
  have hm : ∑ i, max (-netGain b i) 0 = netTotal b := by
    have h : ∑ i, (max (netGain b i) 0 - max (-netGain b i) 0) = ∑ i, netGain b i :=
      Finset.sum_congr rfl fun i _ => forward_sub_backward _
    rw [Finset.sum_sub_distrib] at h
    unfold netTotal
    linarith
  have hc : ∀ x : ℝ, (netTotal b = 0 → x = 0) → x * netTotal b / netTotal b = x := by
    intro x hx
    by_cases h : netTotal b = 0
    · rw [hx h]
      simp
    · exact mul_div_cancel_right₀ x h
  have hrow : ∀ i, ∑ j, pooledRate b i j = max (netGain b i) 0 := by
    intro i
    unfold pooledRate
    rw [← Finset.sum_div, ← Finset.mul_sum, hm]
    exact hc _ fun h => (Finset.sum_eq_zero_iff_of_nonneg
      (fun i _ => le_max_right _ _)).1 h i (mem_univ i)
  have hcol : ∀ i, ∑ j, pooledRate b j i = max (-netGain b i) 0 := by
    intro i
    unfold pooledRate
    rw [← Finset.sum_div, ← Finset.sum_mul]
    change netTotal b * max (-netGain b i) 0 / netTotal b = _
    rw [mul_comm]
    exact hc _ fun h => (Finset.sum_eq_zero_iff_of_nonneg
      (fun i _ => le_max_right _ _)).1 (hm.trans h) i (mem_univ i)
  refine ⟨⟨fun i j => ?_, fun i => ?_⟩, Finset.sum_congr rfl fun i _ => hrow i⟩
  · exact div_nonneg (mul_nonneg (le_max_right _ _) (le_max_right _ _))
      (Finset.sum_nonneg fun k _ => le_max_right _ _)
  · rw [Finset.sum_sub_distrib, hrow, hcol]
    exact forward_sub_backward _
```

## When pairwise hopping is optimal

Suppose that the pairwise total is no larger than that of any admissible scheme. Comparison with the proportional scheme shows that it is at most $N$. It is also at least $N$, so the two are equal and the sign condition holds. Conversely, the sign condition makes the pairwise total equal to $N$, and no admissible scheme has a smaller total.

The left side of the theorem says that `hopTotal (pairwiseRate b)` is at most `hopTotal g` for every `g` with `Reproduces g b`. Since pairwise hopping is itself admissible for antisymmetric fluxes, this is minimality in the full sense. The proof first rewrites the sign condition as equality of the totals and then follows the two directions above.

```lean
/-- For antisymmetric fluxes, pairwise hopping has the fewest hops among all schemes that
reproduce the net gains exactly when no state has both a positive and a negative flux. -/
theorem pairwise_optimal_iff {b : Matrix ι ι ℝ} (hb : ∀ i j, b j i = -b i j) :
    (∀ g, Reproduces g b → hopTotal (pairwiseRate b) ≤ hopTotal g) ↔
      ∀ i, ¬ ∃ j k, 0 < b i j ∧ b i k < 0 := by
  rw [← (netTotal_le_pairwise b).2]
  constructor
  · intro h
    obtain ⟨hg, hT⟩ := pooled_reproduces hb
    exact le_antisymm (netTotal_le_pairwise b).1 ((h _ hg).trans_eq hT)
  · intro h g hg
    exact h.symm.le.trans (netTotal_le_of_reproduces hg)
```

## Two states always agree

Antisymmetry makes the diagonal vanish, since $b_{ii}=-b_{ii}$. With states 0 and 1, each row then has at most one nonzero entry, so nothing can cancel within a row. Explicitly, the net gains are $G_0=b_{01}$ and $G_1=b_{10}$, and both totals equal

$$\max(b_{01},0)+\max(b_{10},0).$$

The code obtains the zero diagonal as `h0` and `h1` and evaluates the sums.

```lean
/-- With two states and antisymmetric fluxes, the pairwise total equals the net-flux total. -/
theorem two_states {b : Matrix (Fin 2) (Fin 2) ℝ} (hb : ∀ i j, b j i = -b i j) :
    netTotal b = hopTotal (pairwiseRate b) := by
  have h0 : b 0 0 = 0 := by linarith [hb 0 0]
  have h1 : b 1 1 = 0 := by linarith [hb 1 1]
  simp [netTotal, hopTotal, pairwiseRate, netGain, Fin.sum_univ_two, h0, h1]
```

## A chain of three states with twice the minimum

Let population flow at rate $c$ from state 0 to state 1, and at the same rate from state 1 to state 2:

$$b=\begin{pmatrix}0&-c&0\\ c&0&-c\\ 0&c&0\end{pmatrix}.$$

```lean
/-- Three states in a chain, with flux `c` from state 0 to 1 and from state 1 to 2. -/
def chainFlux (c : ℝ) : Matrix (Fin 3) (Fin 3) ℝ := !![0, -c, 0; c, 0, -c; 0, c, 0]
```

For $c>0$, the positive entries are $b_{10}=c$ and $b_{21}=c$, so the pairwise total is $2c$. The net gains are $G_0=-c$, $G_1=0$ and $G_2=c$, so $N=c$. The middle state receives and passes on the same amount, and its row contains both signs.

The proportional scheme has the single nonzero rate $p_{20}=c\cdot c/c=c$: it hops straight from state 0 to state 2, although $b_{20}=0$. The lower total thus comes from a hop between two states that exchange no population directly.

The theorem records the antisymmetry of the matrix and the two totals. `fin_cases` checks antisymmetry entry by entry, and the totals follow from $\max(c,0)=c$ and $\max(-c,0)=0$.

```lean
/-- The chain fluxes are antisymmetric, and for `c > 0` the pairwise total is `2 * c` while
the net-flux total is `c`. -/
theorem three_state_chain {c : ℝ} (hc : 0 < c) :
    (∀ i j, chainFlux c j i = -chainFlux c i j) ∧
    hopTotal (pairwiseRate (chainFlux c)) = 2 * c ∧ netTotal (chainFlux c) = c := by
  have h1 : max c 0 = c := max_eq_left hc.le
  have h2 : max (-c) 0 = 0 := max_eq_right (by linarith)
  refine ⟨fun i j => ?_, ?_, ?_⟩
  · fin_cases i <;> fin_cases j <;> simp [chainFlux]
  · simp [hopTotal, pairwiseRate, chainFlux, Fin.sum_univ_three, h1, h2]
    ring
  · simp [netTotal, netGain, chainFlux, Fin.sum_univ_three, h1, h2]

end

end SurfaceHoppingSwitches
```

```lean
#print axioms SurfaceHoppingSwitches.netTotal_le_pairwise
-- 'SurfaceHoppingSwitches.netTotal_le_pairwise' depends on axioms: [propext, Classical.choice, Quot.sound]
#print axioms SurfaceHoppingSwitches.pairwise_optimal_iff
-- 'SurfaceHoppingSwitches.pairwise_optimal_iff' depends on axioms: [propext, Classical.choice, Quot.sound]
#print axioms SurfaceHoppingSwitches.two_states
-- 'SurfaceHoppingSwitches.two_states' depends on axioms: [propext, Classical.choice, Quot.sound]
#print axioms SurfaceHoppingSwitches.three_state_chain
-- 'SurfaceHoppingSwitches.three_state_chain' depends on axioms: [propext, Classical.choice, Quot.sound]
```
